# Double-scattering paths within the first fcc shell: degeneracies 48, 24, 48 and 12

## A path as an ordered pair

A double-scattering path is represented here by an ordered pair \((a,b)\) of atoms: the photoelectron leaves the absorber at the origin, scatters at \(a\), then at \(b\), and returns. The pair \((b,a)\) describes the same triangle traversed in the opposite sense and counts as a second path. If each triangle were counted once, all the degeneracies below would be halved.

The atoms sit on a perfect, static fcc lattice. Lengths are measured in units of half the cube edge, so the sites are the integer triples with even sum and nearest neighbours are \(\sqrt2\) apart.

In an EXAFS path expansion with identical spherical scatterers and an average over orientations, two double-scattering paths contribute equally if their leg lengths, listed in order from the absorber, are the same or are reversed. Paths through two first-shell atoms with the same \(|a-b|\) meet this condition, since their first and last legs both have length \(\sqrt2\). For this ideal lattice, one representative can therefore be computed and multiplied by the degeneracy.

## What is counted

Write \(|p|^2\) for the squared distance of a site \(p\) from the origin. The shell of squared radius \(n\) is the set of fcc sites with \(|p|^2=n\); the first shell has \(n=2\). The statements are:

| \(n\) | atoms in the shell | paths with \(\lvert a-b\rvert^2=n\), both atoms in the first shell |
|---|---|---|
| 2 | 12 | 48 |
| 4 | 6 | 24 |
| 6 | 24 | 48 |
| 8 | 12 | 12 |

Apart from the origin, no fcc site within squared radius 8 lies outside these four shells. Any two distinct first-shell atoms have one of the four separations, and \(|a-b|^2=8\) holds exactly when \(b=-a\).

In the Lean file, `Site` is the type of integer triples, `fcc` is the lattice, and `normSq` is the squared length. The sets `shell n` and `paths n` are taken in the infinite lattice, and `ncard` gives their number of elements. The definition of `paths` does not demand \(a\neq b\), but a positive separation enforces it.

The theorems concern geometry only. They contain no scattering amplitudes, phases, thermal disorder or mean free path, and they count no paths through atoms of outer shells.

## Counting the shells

If \(x^2+y^2+z^2\le 8\), each coordinate has absolute value at most 2, so each square is 0, 1 or 4. An integer and its square have the same parity, so \(x+y+z\) is even exactly when \(x^2+y^2+z^2\) is even. The nonzero fcc sites in this range therefore have squared radius 2, 4, 6 or 8:

- \(2=1+1+0\): three positions for the zero and four sign choices give 12 sites.
- \(4=4+0+0\): three positions and two signs give 6.
- \(6=4+1+1\): three positions for the 4 and eight sign choices give 24.
- \(8=4+4+0\): three positions for the zero and four sign choices give 12.

## From paths to bridges

Given a path \((a,b)\), let \(c=a-b\). This is an fcc site, because a difference of even sums is even, and it lies in the shell of squared radius \(n=|a-b|^2\). Call \(a\) a *bridge* of \(c\) if both \(a\) and \(a-c\) lie in the first shell, which makes \(a\) a common nearest neighbour of the origin and \(c\).

The map \((a,b)\mapsto(c,a)\) is reversible, with \(b=a-c\). Paths of separation \(n\) thus correspond one to one to pairs consisting of a shell atom and one of its bridges. If every atom of the shell has \(m\) bridges, then

\[
\text{number of paths}=\text{number of shell atoms}\times m .
\]

To find \(m\), expand

\[
|a-c|^2=2-2\,a\cdot c+n .
\]

This equals 2 exactly when \(a\cdot c=n/2\). Permutations and sign changes of the coordinates preserve the lattice and all distances, and they carry any atom of one of these shells to any other atom of the same shell. One representative per shell is enough:

- \(c=(1,1,0)\) requires \(a\cdot c=1\), giving \((1,0,\pm1)\) and \((0,1,\pm1)\): 4 bridges.
- \(c=(2,0,0)\) requires \(a\cdot c=2\), giving \((1,\pm1,0)\) and \((1,0,\pm1)\): 4 bridges.
- \(c=(2,1,1)\) requires \(a\cdot c=3\), giving \((1,1,0)\) and \((1,0,1)\): 2 bridges.
- \(c=(2,2,0)\) requires \(a\cdot c=4\), giving \((1,1,0)\): 1 bridge.

The degeneracies are \(12\cdot4=48\), \(6\cdot4=24\), \(24\cdot2=48\) and \(12\cdot1=12\).

For the separations, use \(|a-b|^2=4-2\,a\cdot b\). The integer \(a\cdot b\) lies between \(-2\) and 2, and it equals 2 only for \(a=b\). Distinct atoms therefore have \(a\cdot b=1,0,-1,-2\), which gives 2, 4, 6, 8. The last value is the equality case of the Cauchy–Schwarz inequality for vectors of equal length, so \(b=-a\): the middle leg runs straight through the absorber.

## The partners of one atom

Fix \(a=(1,1,0)\) and sort the other eleven first-shell atoms by their squared separation from it:

- 2: \((1,0,\pm1)\), \((0,1,\pm1)\), four atoms;
- 4: \((1,-1,0)\), \((-1,1,0)\), two atoms;
- 6: \((-1,0,\pm1)\), \((0,-1,\pm1)\), four atoms;
- 8: \((-1,-1,0)\), one atom.

Multiplying by the 12 equivalent choices of \(a\) again gives 48, 24, 48 and 12. Their sum is \(132=12\cdot11\), the number of ordered pairs of distinct first-shell atoms.

## Paths that reach the second shell

The same matching, done by hand, handles a path with \(a\) in the first shell, \(b\) in the second, and \(|a-b|^2=2\). Now \(c=a-b\) is a first-shell vector and \(|a-c|^2=4\) requires \(a\cdot c=0\). For \(c=(1,1,0)\) this leaves \(a=(1,-1,0)\) and \(a=(-1,1,0)\), so there are \(12\cdot2=24\) such paths. Visiting the second-shell atom first gives another 24.

## The Lean file

```lean
import Mathlib

open Set

namespace FccScatteringPaths

/-- A site of the simple cubic grid, in units of half the fcc cube edge. -/
abbrev Site := ℤ × ℤ × ℤ

/-- The squared distance of a site from the origin. -/
def normSq (p : Site) : ℤ := p.1 ^ 2 + p.2.1 ^ 2 + p.2.2 ^ 2

/-- The fcc lattice: integer triples with even sum. -/
def fcc : Set Site := {p | Even (p.1 + p.2.1 + p.2.2)}

/-- The coordination shell of squared radius `n` around an absorber at the origin. -/
def shell (n : ℤ) : Set Site := {p | p ∈ fcc ∧ normSq p = n}

/-- The double-scattering paths origin → `a` → `b` → origin through two first-shell atoms
whose squared separation is `n`, as ordered pairs `(a, b)`. -/
def paths (n : ℤ) : Set (Site × Site) :=
  {q | q.1 ∈ shell 2 ∧ q.2 ∈ shell 2 ∧ normSq (q.1 - q.2) = n}

/-- The bridges of a site `c`: first-shell atoms `a` for which `a - c` is also a
first-shell vector. -/
def bridges (c : Site) : Set Site := {a | a ∈ shell 2 ∧ a - c ∈ shell 2}

/-- Membership of a shell can be decided by computation. -/
instance decidableShell (n : ℤ) : DecidablePred (fun p : Site => p ∈ shell n) := fun p =>
  inferInstanceAs (Decidable (Even (p.1 + p.2.1 + p.2.2) ∧ normSq p = n))

/-- The sites whose three coordinates lie between -2 and 2. -/
noncomputable def box : Finset Site :=
  Finset.Icc (-2) 2 ×ˢ (Finset.Icc (-2) 2 ×ˢ Finset.Icc (-2) 2)

/-- The part of a shell that lies in the box, as a finite list of sites. -/
noncomputable def shellFin (n : ℤ) : Finset Site := box.filter (fun p => p ∈ shell n)

/-- A site of squared radius at most 8 lies in the box. -/
theorem mem_box {p : Site} (h : normSq p ≤ 8) : p ∈ box := by
  obtain ⟨x, y, z⟩ := p
  have h' : x ^ 2 + y ^ 2 + z ^ 2 ≤ 8 := h
  have key : ∀ t : ℤ, t ^ 2 ≤ 8 → -2 ≤ t ∧ t ≤ 2 := fun t ht => by
    constructor <;> nlinarith
  have hx := key x (by nlinarith [sq_nonneg y, sq_nonneg z])
  have hy := key y (by nlinarith [sq_nonneg x, sq_nonneg z])
  have hz := key z (by nlinarith [sq_nonneg x, sq_nonneg y])
  simp only [box, Finset.mem_product, Finset.mem_Icc]
  exact ⟨hx, hy, hz⟩

/-- For squared radius at most 8 the finite list is the whole shell. -/
theorem mem_shellFin {n : ℤ} (hn : n ≤ 8) {p : Site} : p ∈ shellFin n ↔ p ∈ shell n := by
  unfold shellFin
  rw [Finset.mem_filter]
  exact ⟨fun h => h.2, fun h => ⟨mem_box ((le_of_eq h.2).trans hn), h⟩⟩

/-- The fcc shells of squared radius 2, 4, 6, 8 hold 12, 6, 24 and 12 atoms. -/
theorem coordination_numbers :
    (shell 2).ncard = 12 ∧ (shell 4).ncard = 6 ∧
      (shell 6).ncard = 24 ∧ (shell 8).ncard = 12 := by
  have key : ∀ n : ℤ, n ≤ 8 → (shell n).ncard = (shellFin n).card := fun n hn => by
    have h : shell n = ↑(shellFin n) := by
      ext p
      rw [Finset.mem_coe, mem_shellFin hn]
    rw [h, Set.ncard_coe_finset]
  rw [key 2 (by norm_num), key 4 (by norm_num), key 6 (by norm_num), key 8 (by norm_num)]
  decide +kernel

/-- Every fcc site other than the origin with squared radius at most 8 has squared radius
2, 4, 6 or 8. -/
theorem first_four_shells {p : Site} (hp : p ∈ fcc) (h0 : p ≠ 0) (h8 : normSq p ≤ 8) :
    normSq p = 2 ∨ normSq p = 4 ∨ normSq p = 6 ∨ normSq p = 8 := by
  have key : ∀ p ∈ box, Even (p.1 + p.2.1 + p.2.2) → p ≠ 0 → normSq p ≤ 8 →
      normSq p = 2 ∨ normSq p = 4 ∨ normSq p = 6 ∨ normSq p = 8 := by decide +kernel
  exact key p (mem_box h8) hp h0 h8

/-- If every atom of the shell of squared radius `n` has `m` bridges, the number of
double-scattering paths with squared separation `n` is the coordination number times `m`. -/
theorem degeneracy_eq_mul {n : ℤ} {m : ℕ} (h : ∀ c ∈ shell n, (bridges c).ncard = m) :
    (paths n).ncard = (shell n).ncard * m := by
  -- a shell atom `c` and a bridge `a` give the path through `a` and `a - c`
  let f : (Σ c : shell n, bridges c.1) → paths n := fun x =>
    ⟨(x.2.1, x.2.1 - x.1.1), x.2.2.1, x.2.2.2, by
      change normSq (x.2.1 - (x.2.1 - x.1.1)) = n
      rw [sub_sub_cancel]
      exact x.1.2.2⟩
  have hf : Function.Bijective f := by
    constructor
    · rintro ⟨⟨c, hc⟩, ⟨a, ha⟩⟩ ⟨⟨c', hc'⟩, ⟨a', ha'⟩⟩ hxy
      have h1 : (a, a - c) = (a', a' - c') := congrArg Subtype.val hxy
      obtain ⟨h2, h3⟩ := Prod.mk.inj h1
      subst h2
      have h4 : c = c' := sub_right_injective h3
      subst h4
      rfl
    · rintro ⟨⟨a, b⟩, ha, hb, hab⟩
      have hfcc : a - b ∈ fcc := by
        obtain ⟨k, hk⟩ := ha.1
        obtain ⟨l, hl⟩ := hb.1
        refine ⟨k - l, ?_⟩
        simp only [Prod.fst_sub, Prod.snd_sub] at hk hl ⊢
        linarith
      have hbr : a - (a - b) ∈ shell 2 := by
        rw [sub_sub_cancel]
        exact hb
      exact ⟨⟨⟨a - b, hfcc, hab⟩, ⟨a, ha, hbr⟩⟩,
        Subtype.ext (Prod.ext rfl (sub_sub_cancel a b))⟩
  -- the bridges of each shell atom can be numbered from 1 to `m`
  have e : ∀ c : shell n, Nonempty (bridges c.1 ≃ Fin m) := fun c => by
    have hfin : (bridges c.1).Finite := (shellFin 2).finite_toSet.subset
      fun a ha => Finset.mem_coe.2 ((mem_shellFin (by norm_num)).2 ha.1)
    have : Finite (bridges c.1) := hfin.to_subtype
    exact ⟨Finite.equivFinOfCardEq ((Nat.card_coe_set_eq _).trans (h c.1 c.2))⟩
  have hcard := Nat.card_congr ((Equiv.ofBijective f hf).symm.trans
    ((Equiv.sigmaCongrRight fun c => (e c).some).trans (Equiv.sigmaEquivProd _ _)))
  rw [Nat.card_prod, Nat.card_fin, Nat.card_coe_set_eq, Nat.card_coe_set_eq] at hcard
  exact hcard

/-- An atom in the shell of squared radius 2, 4, 6, 8 has respectively 4, 4, 2, 1 bridges. -/
theorem bridge_numbers :
    (∀ c ∈ shell 2, (bridges c).ncard = 4) ∧ (∀ c ∈ shell 4, (bridges c).ncard = 4) ∧
      (∀ c ∈ shell 6, (bridges c).ncard = 2) ∧ (∀ c ∈ shell 8, (bridges c).ncard = 1) := by
  have key : ∀ (n : ℤ) (m : ℕ), n ≤ 8 →
      (∀ c ∈ shellFin n, ((shellFin 2).filter (fun a => a - c ∈ shell 2)).card = m) →
      ∀ c ∈ shell n, (bridges c).ncard = m := fun n m hn h c hc => by
    have hb : bridges c = ↑((shellFin 2).filter (fun a => a - c ∈ shell 2)) := by
      ext a
      rw [Finset.mem_coe, Finset.mem_filter, mem_shellFin (by norm_num)]
      exact Iff.rfl
    rw [hb, Set.ncard_coe_finset]
    exact h c ((mem_shellFin hn).2 hc)
  exact ⟨key 2 4 (by norm_num) (by decide +kernel), key 4 4 (by norm_num) (by decide +kernel),
    key 6 2 (by norm_num) (by decide +kernel), key 8 1 (by norm_num) (by decide +kernel)⟩

/-- The double-scattering paths through two first-shell atoms with squared separation
2, 4, 6, 8 have degeneracies 48, 24, 48 and 12. -/
theorem path_degeneracies :
    (paths 2).ncard = 48 ∧ (paths 4).ncard = 24 ∧
      (paths 6).ncard = 48 ∧ (paths 8).ncard = 12 := by
  obtain ⟨b2, b4, b6, b8⟩ := bridge_numbers
  obtain ⟨s2, s4, s6, s8⟩ := coordination_numbers
  rw [degeneracy_eq_mul b2, degeneracy_eq_mul b4, degeneracy_eq_mul b6,
    degeneracy_eq_mul b8, s2, s4, s6, s8]
  norm_num

/-- Two distinct first-shell atoms have squared separation 2, 4, 6 or 8, and the value 8
occurs exactly when they sit opposite each other across the absorber. -/
theorem separations {a b : Site} (ha : a ∈ shell 2) (hb : b ∈ shell 2) (hab : a ≠ b) :
    (normSq (a - b) = 2 ∨ normSq (a - b) = 4 ∨ normSq (a - b) = 6 ∨ normSq (a - b) = 8) ∧
      (normSq (a - b) = 8 ↔ b = -a) := by
  have key : ∀ a ∈ shellFin 2, ∀ b ∈ shellFin 2, a ≠ b →
      (normSq (a - b) = 2 ∨ normSq (a - b) = 4 ∨ normSq (a - b) = 6 ∨ normSq (a - b) = 8) ∧
        (normSq (a - b) = 8 ↔ b = -a) := by decide +kernel
  exact key a ((mem_shellFin (by norm_num)).2 ha) b ((mem_shellFin (by norm_num)).2 hb) hab

end FccScatteringPaths
```

```lean
#print axioms FccScatteringPaths.first_four_shells
-- 'FccScatteringPaths.first_four_shells' depends on axioms: [propext, Classical.choice, Quot.sound]
#print axioms FccScatteringPaths.path_degeneracies
-- 'FccScatteringPaths.path_degeneracies' depends on axioms: [propext, Classical.choice, Quot.sound]
#print axioms FccScatteringPaths.separations
-- 'FccScatteringPaths.separations' depends on axioms: [propext, Classical.choice, Quot.sound]
```

## Finite enumeration and the bijection

`mem_box` is the bound on the coordinates: a site with squared radius at most 8 has all three between \(-2\) and 2. `mem_shellFin` concludes that filtering this box of 125 sites yields the entire shell, provided \(n\le8\). Questions about the infinite lattice thereby become finite ones, which `decide +kernel` settles by evaluation.

`coordination_numbers` replaces each `ncard` by the size of the filtered box and evaluates it. `first_four_shells` checks every site in the box, where the derivation above used parity.

`degeneracy_eq_mul` contains the structural argument. Its function `f` sends a shell atom \(c\) with a bridge \(a\) to the path \((a,a-c)\). For injectivity, equal paths have the same \(a\) and the same \(a-c\), hence the same \(c\). For surjectivity, a path \((a,b)\) comes from \(c=a-b\), and the proof verifies that this difference has even sum. The equivalences `e` then number the bridges of each shell atom by `Fin m`, turning the collection of pairs into a product whose cardinality is the coordination number times \(m\).

`bridge_numbers` supplies \(m=4,4,2,1\). It examines every atom of each shell, so it needs no symmetry argument. `path_degeneracies` inserts these values and the coordination numbers into the product formula, and `norm_num` multiplies.

`separations` runs through all pairs from the finite first shell, checking both the four possible distances and the equivalence between squared separation 8 and \(b=-a\). The inner-product argument above reaches the same conclusion without enumeration.
